# A unit-trace matrix with |tr(MU)| ≤ 1 for every unitary U is a density matrix

Suppose that an attempt to reconstruct a qubit state has produced the matrix

$$M=\begin{pmatrix}0.5&0.6\\0.6&0.5\end{pmatrix}.$$

Its trace is one and both populations are $1/2$, so the outcome probabilities in the basis in which it is written are acceptable. Yet the normalised state $(1,-1)/\sqrt2$ is found with "probability" $-0.1$. Unit trace and sensible populations do not make a matrix a state.

Unit trace and a bound on unitaries do. A unitary has eigenvalues of modulus one, so its expectation value in a state is an average of phases and has modulus at most one. If a complex square matrix $M$ has $\operatorname{tr}M=1$ and $|\operatorname{tr}(MU)|\le1$ for every unitary $U$ of the same size, then $M$ is Hermitian and positive semidefinite. The converse holds too. For finite-dimensional state reconstruction, this means that an unphysical matrix of unit trace always betrays itself in the expectation value of some unitary.

## Matrices, unitaries and the order on complex numbers

The finite type `n` labels the basis states, and `Matrix n n ℂ` contains the operators on them. The functional under study is $A\mapsto\operatorname{tr}(MA)$, written `(M * A).trace`. The adjoint $A^\dagger$ is `Aᴴ`, and $\langle x,Mx\rangle$, conjugate-linear in its first argument, is `star x ⬝ᵥ M *ᵥ x`. With `ComplexOrder` open, `0 ≤ c` for a complex number $c$ says that $c$ is real and non-negative.

The condition `htr` says that the total probability is one. In the theorems that start from the bound, `hM` is that bound, and a functional that obeys it is called contractive here; in the converse theorem, `hM` says instead that $M$ is positive semidefinite. The bound ranges over all of `Matrix.unitaryGroup n ℂ`; a limited set of gates, statistical error and infinite-dimensional spaces are not treated. Hermiticity of $M$ is not assumed.

In Lean 4 with Mathlib:

```lean
import Mathlib

open scoped Matrix ComplexOrder ComplexConjugate

namespace ContractiveFunctionalsAreStates

noncomputable section

variable {n : Type*} [Fintype n] [DecidableEq n]
```

## From yes/no measurements to unitaries

A projective yes/no measurement is described by an orthogonal projector $P$, with $P^\dagger=P$ and $P^2=P$. To bring it within reach of a bound on unitaries, turn it into a gate that multiplies the range of $P$ by a number $z$ and leaves the complement alone:

$$V_z=1+(z-1)P.$$

```lean
/-- The gate that multiplies the range of a projector `P` by `z` and leaves its complement alone. -/
def phaseGate (z : ℂ) (P : Matrix n n ℂ) : Matrix n n ℂ := 1 + (z - 1) • P
```

The projector needed later is the one on the ray of a non-zero vector $x$. Since $x$ need not be normalised, the squared norm is divided out:

$$P_x=\frac{|x\rangle\langle x|}{\langle x,x\rangle},\qquad (P_x)_{ij}=\frac{x_i\,\overline{x_j}}{\langle x,x\rangle}.$$

```lean
/-- The projector on the ray spanned by a non-zero, not necessarily normalised, vector `x`. -/
def rayProjector (x : n → ℂ) : Matrix n n ℂ :=
  (star x ⬝ᵥ x)⁻¹ • Matrix.vecMulVec x (star x)
```

When $|z|=1$, the gate is unitary. Using $P^\dagger=P$ and $P^2=P$,

$$V_zV_z^\dagger=1+\big[(z-1)+(\bar z-1)+(z-1)(\bar z-1)\big]P=1+(|z|^2-1)P=1.$$

In the code, `hstar` computes the adjoint, the `calc` block expands the product, and `h0` shows that the bracket vanishes.

```lean
/-- A phase gate built from an orthogonal projector and a phase of modulus one is unitary. -/
theorem phaseGate_mem_unitaryGroup {z : ℂ} (hz : ‖z‖ = 1) {P : Matrix n n ℂ}
    (hP : Pᴴ = P) (hPP : P * P = P) : phaseGate z P ∈ Matrix.unitaryGroup n ℂ := by
  rw [Matrix.mem_unitaryGroup_iff, Matrix.star_eq_conjTranspose]
  have hzz : z * star z = 1 := by
    rw [← starRingEnd_apply, Complex.mul_conj, Complex.normSq_eq_norm_sq, hz]
    norm_num
  have hstar : (phaseGate z P)ᴴ = 1 + (star z - 1) • P := by
    simp [phaseGate, Matrix.conjTranspose_add, Matrix.conjTranspose_smul, hP]
  rw [hstar, phaseGate]
  calc (1 + (z - 1) • P) * (1 + (star z - 1) • P)
      = 1 + ((z - 1) + (star z - 1) + (z - 1) * (star z - 1)) • P := by
        simp only [add_mul, mul_add, one_mul, mul_one, smul_mul_assoc, mul_smul_comm, hPP]
        module
    _ = 1 := by
        have h0 : (z - 1) + (star z - 1) + (z - 1) * (star z - 1) = 0 := by
          linear_combination hzz
        rw [h0, zero_smul, add_zero]
```

## Phases that force a number into the unit interval

Write $a=\alpha+i\beta$ with $\alpha,\beta$ real, and suppose that $|1+(z-1)a|\le1$ for every phase $z$. Take $z=(1+it)/(1-it)$ with $t$ real, which has modulus one because numerator and denominator are conjugates. Then

$$1+(z-1)a=\frac{1-it+2it\,a}{1-it}=\frac{(1-2t\beta)+it(2\alpha-1)}{1-it}.$$

Squaring the bound gives $(1-2t\beta)^2+t^2(2\alpha-1)^2\le1+t^2$, which simplifies to

$$t^2(\alpha^2+\beta^2-\alpha)\le t\beta.$$

This is `key`. Three values of $t$ suffice:

- Adding the cases $t=1$ and $t=-1$ gives $\alpha^2+\beta^2\le\alpha$, the inequality `hk`.
- The case $t=-\beta$ gives $\beta^2(\alpha^2+\beta^2-\alpha+1)\le0$. The second factor equals $(\alpha-\tfrac12)^2+\beta^2+\tfrac34$ and is at least $3/4$, so $\beta=0$.

What remains is $\alpha^2\le\alpha$, hence $0\le\alpha\le1$. The calls to `nlinarith` supply these last pieces of real algebra.

```lean
/-- If `1 + (z - 1) a` stays in the closed unit disc for every phase `z`, then `a` is real and lies
between zero and one. -/
theorem mem_unit_interval_of_phases {a : ℂ}
    (h : ∀ z : ℂ, ‖z‖ = 1 → ‖1 + (z - 1) * a‖ ≤ 1) :
    a.im = 0 ∧ 0 ≤ a.re ∧ a.re ≤ 1 := by
  have e2 : ∀ u w : ℂ, w ≠ 0 → 1 + (u / w - 1) * a = (w + (u - w) * a) / w := by
    intro u w hw
    rw [eq_div_iff hw]
    linear_combination a * (div_mul_cancel₀ u hw)
  -- test with the phase (1 + i t) / (1 - i t)
  have key : ∀ t : ℝ, t ^ 2 * (a.re ^ 2 + a.im ^ 2 - a.re) ≤ t * a.im := by
    intro t
    have hw : (⟨1, -t⟩ : ℂ) ≠ 0 := by
      intro h0
      have := congrArg Complex.re h0
      simp at this
    have hn : 0 < ‖(⟨1, -t⟩ : ℂ)‖ := norm_pos_iff.mpr hw
    have hz : ‖(⟨1, t⟩ : ℂ) / ⟨1, -t⟩‖ = 1 := by
      have e : (⟨1, t⟩ : ℂ) = conj (⟨1, -t⟩ : ℂ) := by apply Complex.ext <;> simp
      rw [e, norm_div, RCLike.norm_conj, div_self hn.ne']
    have h1 := h _ hz
    rw [e2 _ _ hw, norm_div, div_le_one hn] at h1
    have h2 := pow_le_pow_left₀ (norm_nonneg _) h1 2
    simp only [Complex.sq_norm, Complex.normSq_apply, Complex.add_re, Complex.add_im,
      Complex.sub_re, Complex.sub_im, Complex.mul_re, Complex.mul_im] at h2
    nlinarith [h2]
  have k1 := key 1
  have k2 := key (-1)
  have k3 := key (-a.im)
  have hk : a.re ^ 2 + a.im ^ 2 ≤ a.re := by linarith
  have hpos : 3 / 4 ≤ a.re ^ 2 + a.im ^ 2 - a.re + 1 := by
    nlinarith [sq_nonneg (a.re - 1 / 2), sq_nonneg a.im]
  have him : a.im ^ 2 ≤ 0 := by
    nlinarith [mul_le_mul_of_nonneg_left hpos (sq_nonneg a.im)]
  refine ⟨(pow_eq_zero_iff two_ne_zero).mp (le_antisymm him (sq_nonneg _)), ?_, ?_⟩
  · nlinarith [sq_nonneg a.re, sq_nonneg a.im]
  · nlinarith [sq_nonneg (a.re - 1), sq_nonneg a.im]
```

## Every projector receives a probability

By linearity and $\operatorname{tr}M=1$,

$$\operatorname{tr}(MV_z)=1+(z-1)\operatorname{tr}(MP).$$

The left side has modulus at most one for every phase $z$, because $V_z$ is unitary. The previous step with $a=\operatorname{tr}(MP)$ therefore shows that $\operatorname{tr}(MP)$ is real and lies between zero and one. The final `rwa` carries out this expansion of the trace.

```lean
/-- A normalised contractive functional assigns to every orthogonal projector a real number
between zero and one. -/
theorem projector_probability {M : Matrix n n ℂ} (htr : M.trace = 1)
    (hM : ∀ U ∈ Matrix.unitaryGroup n ℂ, ‖(M * U).trace‖ ≤ 1)
    {P : Matrix n n ℂ} (hP : Pᴴ = P) (hPP : P * P = P) :
    (M * P).trace.im = 0 ∧ 0 ≤ (M * P).trace.re ∧ (M * P).trace.re ≤ 1 := by
  apply mem_unit_interval_of_phases
  intro z hz
  have h := hM _ (phaseGate_mem_unitaryGroup hz hP hPP)
  rwa [phaseGate, mul_add, mul_one, mul_smul_comm, Matrix.trace_add, Matrix.trace_smul, htr,
    smul_eq_mul] at h
```

## Expectation values in arbitrary vectors

For $x\neq0$ the matrix $P_x$ really is an orthogonal projector. It is Hermitian because $\langle x,x\rangle$ is real, and it is idempotent because

$$|x\rangle\langle x|\,|x\rangle\langle x|=\langle x,x\rangle\,|x\rangle\langle x|.$$

These two facts are `hs` and `hv`.

```lean
/-- The ray projector of a non-zero vector is Hermitian and idempotent. -/
theorem rayProjector_isProjector {x : n → ℂ} (hx : x ≠ 0) :
    (rayProjector x)ᴴ = rayProjector x ∧ rayProjector x * rayProjector x = rayProjector x := by
  have hs0 : star x ⬝ᵥ x ≠ 0 := fun h => hx (dotProduct_star_self_eq_zero.mp h)
  have hs : star (star x ⬝ᵥ x) = star x ⬝ᵥ x := by
    simp only [dotProduct, star_sum, star_mul', Pi.star_apply, star_star]
    exact Finset.sum_congr rfl fun i _ => mul_comm _ _
  have hv : Matrix.vecMulVec x (star x) * Matrix.vecMulVec x (star x)
      = (star x ⬝ᵥ x) • Matrix.vecMulVec x (star x) := by
    ext i j
    simp only [Matrix.mul_apply, Matrix.vecMulVec_apply, Matrix.smul_apply, smul_eq_mul,
      dotProduct, Finset.sum_mul]
    exact Finset.sum_congr rfl fun k _ => by ring
  constructor
  · rw [rayProjector, Matrix.conjTranspose_smul, star_inv₀, hs]
    congr 1
    ext i j
    simp [Matrix.vecMulVec_apply, mul_comm]
  · rw [rayProjector, smul_mul_assoc, mul_smul_comm, hv, inv_smul_smul₀ hs0]
```

Its trace against $M$ is the normalised expectation value:

$$\operatorname{tr}(MP_x)=\frac{1}{\langle x,x\rangle}\sum_{i,k}M_{ik}x_k\overline{x_i}=\frac{\langle x,Mx\rangle}{\langle x,x\rangle}.$$

The proof writes both sides as double sums and compares them term by term.

```lean
/-- The trace of `M` against a ray projector is the expectation value of `M` in the vector `x`,
divided by the squared norm of `x`. -/
theorem trace_mul_rayProjector (M : Matrix n n ℂ) (x : n → ℂ) :
    (M * rayProjector x).trace = (star x ⬝ᵥ x)⁻¹ * (star x ⬝ᵥ M *ᵥ x) := by
  rw [rayProjector, mul_smul_comm, Matrix.trace_smul, smul_eq_mul]
  congr 1
  simp only [Matrix.trace, Matrix.diag_apply, Matrix.mul_apply, Matrix.vecMulVec_apply,
    dotProduct, Matrix.mulVec, Finset.mul_sum]
  exact Finset.sum_congr rfl fun i _ => Finset.sum_congr rfl fun k _ => by ring
```

For the opening matrix, take $x=(1,-1)$. Then $\langle x,x\rangle=2$ and $\langle x,Mx\rangle=0.5+0.5-1.2=-0.2$, so $\operatorname{tr}(MP_x)=-0.1$. The phase gate at $z=-1$ is

$$1-2P_x=\begin{pmatrix}0&1\\1&0\end{pmatrix},$$

the Pauli matrix $\sigma_x$, and $\operatorname{tr}(M\sigma_x)=1-2(-0.1)=1.2$. The negative probability shows up as a unitary expectation value above one.

## Real expectation values imply Hermiticity

Let $\langle x,Mx\rangle$ be real for all $x$. Basis vectors $e_i$ show that each $M_{ii}$ is real. For a superposition $x=e_i+c\,e_j$,

$$\langle x,Mx\rangle=M_{ii}+c\,M_{ij}+\bar c\,M_{ji}+|c|^2M_{jj}.$$

With $c=1$, the imaginary part gives $\operatorname{Im}M_{ij}=-\operatorname{Im}M_{ji}$. With $c$ equal to the imaginary unit, it gives $\operatorname{Re}M_{ij}=\operatorname{Re}M_{ji}$. Together these say $M_{ji}=\overline{M_{ij}}$. In the code, `hc` says that the imaginary part of the right-hand side of the superposition formula vanishes, and `h1` and `h2` are its two uses.

```lean
/-- A matrix whose expectation values are all real is Hermitian. -/
theorem isHermitian_of_real_expectations {M : Matrix n n ℂ}
    (h : ∀ x : n → ℂ, (star x ⬝ᵥ M *ᵥ x).im = 0) : M.IsHermitian := by
  have hs : ∀ i : n, star (Pi.single i 1 : n → ℂ) = Pi.single i 1 := by
    intro i
    ext k
    by_cases hk : k = i <;> simp [hk]
  have hB : ∀ i j : n, (Pi.single i 1 : n → ℂ) ⬝ᵥ M *ᵥ (Pi.single j 1) = M i j := by
    intro i j
    simp
  -- expectation value in a superposition of two basis vectors
  have hc : ∀ (i j : n) (c : ℂ),
      (M i i + c * M i j + star c * M j i + star c * c * M j j).im = 0 := by
    intro i j c
    rw [← h (Pi.single i 1 + c • Pi.single j 1)]
    congr 1
    simp only [star_add, star_smul, hs, Matrix.mulVec_add, Matrix.mulVec_smul, add_dotProduct,
      dotProduct_add, smul_dotProduct, dotProduct_smul, smul_eq_mul, hB]
    ring
  have hd : ∀ i : n, (M i i).im = 0 := by
    intro i
    have := h (Pi.single i 1)
    rwa [hs, hB] at this
  refine Matrix.IsHermitian.ext fun i j => ?_
  have h1 := hc i j 1
  have h2 := hc i j Complex.I
  simp [hd] at h1 h2
  apply Complex.ext
  · simp only [Complex.star_def, Complex.conj_re]
    linarith
  · simp only [Complex.star_def, Complex.conj_im]
    linarith
```

## The contractive functional is a state

For $x\ne0$, combine the last steps:

$$\langle x,Mx\rangle=\langle x,x\rangle\operatorname{tr}(MP_x)\ge0,$$

since both factors are real and non-negative. For $x=0$ the value is zero. All expectation values are thus real, so $M$ is Hermitian, and none is negative. `Matrix.PosSemidef` contains both properties, and the closing line of the proof supplies them as a pair.

```lean
/-- Normalised contractive functionals are states: if `tr M = 1` and `|tr (M U)| ≤ 1` for every
unitary `U`, then `M` is Hermitian and positive semidefinite. -/
theorem posSemidef_of_contractive {M : Matrix n n ℂ} (htr : M.trace = 1)
    (hM : ∀ U ∈ Matrix.unitaryGroup n ℂ, ‖(M * U).trace‖ ≤ 1) : M.PosSemidef := by
  have hpos : ∀ x : n → ℂ, 0 ≤ star x ⬝ᵥ M *ᵥ x := by
    intro x
    by_cases hx : x = 0
    · simp [hx]
    · have hs0 : star x ⬝ᵥ x ≠ 0 := fun h => hx (dotProduct_star_self_eq_zero.mp h)
      obtain ⟨hP, hPP⟩ := rayProjector_isProjector hx
      obtain ⟨him, hre, -⟩ := projector_probability htr hM hP hPP
      have hq : star x ⬝ᵥ M *ᵥ x = (star x ⬝ᵥ x) * (M * rayProjector x).trace := by
        rw [trace_mul_rayProjector, mul_inv_cancel_left₀ hs0]
      rw [hq]
      exact mul_nonneg (dotProduct_star_self_nonneg x) (Complex.nonneg_iff.mpr ⟨hre, him.symm⟩)
  exact Matrix.posSemidef_iff_dotProduct_mulVec.mpr
    ⟨isHermitian_of_real_expectations fun x => (Complex.nonneg_iff.mp (hpos x)).2.symm, hpos⟩
```

The smallest case shows what the normalisation does. For a $1\times1$ matrix, unit trace forces $M=1$; every unitary is a phase, and $|\operatorname{tr}(MU)|=1$. Without the trace condition, $M=-1$ would satisfy the same bound and fail to be positive.

## Density matrices obey the bound

Conversely, let $M$ be positive semidefinite with unit trace and let $U$ be unitary. Put $t=\operatorname{tr}(MU)$, now a complex number, and $K=1-\bar t\,U$. Then $KMK^\dagger$ is positive semidefinite and has non-negative trace. Expanding,

$$KMK^\dagger=M-\bar t\,UM-t\,MU^\dagger+|t|^2\,UMU^\dagger.$$

Cyclicity gives $\operatorname{tr}(UM)=t$ and $\operatorname{tr}(UMU^\dagger)=1$, while Hermiticity of $M$ gives $\operatorname{tr}(MU^\dagger)=\bar t$. Hence

$$0\le\operatorname{tr}(KMK^\dagger)=1-|t|^2-|t|^2+|t|^2=1-|t|^2,$$

and $|t|\le1$. The three traces are `a1`, `a3` and `a2` in that order, and `hexp` is the expansion for a general coefficient.

```lean
/-- In a state described by a density matrix `M`, every unitary has an expectation value of
modulus at most one. -/
theorem contractive_of_posSemidef {M : Matrix n n ℂ} (hM : M.PosSemidef) (htr : M.trace = 1)
    {U : Matrix n n ℂ} (hU : U ∈ Matrix.unitaryGroup n ℂ) : ‖(M * U).trace‖ ≤ 1 := by
  have hUU : Uᴴ * U = 1 := Matrix.mem_unitaryGroup_iff'.mp hU
  obtain ⟨t, ht⟩ : ∃ t, (M * U).trace = t := ⟨_, rfl⟩
  have a1 : (U * M).trace = t := by rw [Matrix.trace_mul_comm, ht]
  have a2 : (M * Uᴴ).trace = star t := by
    rw [← ht, ← Matrix.trace_conjTranspose, Matrix.conjTranspose_mul, hM.isHermitian.eq]
    exact Matrix.trace_mul_comm _ _
  have a3 : (U * M * Uᴴ).trace = 1 := by
    rw [Matrix.trace_mul_comm, ← mul_assoc, hUU, one_mul, htr]
  have hexp : ∀ w : ℂ, (1 - w • U) * M * (1 - w • U)ᴴ
      = M - w • (U * M) - star w • (M * Uᴴ) + (w * star w) • (U * M * Uᴴ) := by
    intro w
    rw [Matrix.conjTranspose_sub, Matrix.conjTranspose_one, Matrix.conjTranspose_smul]
    simp only [sub_mul, mul_sub, one_mul, mul_one, smul_mul_assoc, mul_smul_comm]
    module
  -- positivity of K M K† with K = 1 - conj t • U
  have hpos := (hM.mul_mul_conjTranspose_same (1 - star t • U)).trace_nonneg
  rw [hexp] at hpos
  simp only [Matrix.trace_add, Matrix.trace_sub, Matrix.trace_smul, smul_eq_mul, a1, a2, a3,
    htr] at hpos
  have hre := (Complex.nonneg_iff.mp hpos).1
  simp only [Complex.star_def, Complex.sub_re, Complex.add_re, Complex.one_re,
    Complex.mul_re, Complex.conj_re, Complex.conj_im, mul_one] at hre
  have hsq : ‖t‖ ^ 2 ≤ 1 := by
    rw [Complex.sq_norm, Complex.normSq_apply]
    nlinarith [hre]
  rw [ht]
  nlinarith [norm_nonneg t]
```

## The equivalence at unit trace

For $\operatorname{tr}M=1$ the two directions combine into

$$M\ge0\iff|\operatorname{tr}(MU)|\le1\ \text{ for every unitary }U,$$

where $M\ge0$ means positive semidefinite and includes Hermiticity. The proof term pairs the two preceding theorems.

```lean
/-- A matrix of unit trace is positive semidefinite exactly when its functional is bounded by one
in modulus on all unitaries. -/
theorem posSemidef_iff_contractive {M : Matrix n n ℂ} (htr : M.trace = 1) :
    M.PosSemidef ↔ ∀ U ∈ Matrix.unitaryGroup n ℂ, ‖(M * U).trace‖ ≤ 1 :=
  ⟨fun hM _ hU => contractive_of_posSemidef hM htr hU, posSemidef_of_contractive htr⟩

end

end ContractiveFunctionalsAreStates
```

```lean
#print axioms ContractiveFunctionalsAreStates.posSemidef_iff_contractive
```

```
'ContractiveFunctionalsAreStates.posSemidef_iff_contractive' depends on axioms: [propext, Classical.choice, Quot.sound]
```
